# Accepting with min(1, L(o)/L(n)) keeps reversible shooting moves in detailed balance with the path weights

When a path-sampling code has shot a new trajectory n from an old one o, both connecting the required states but possibly of different length, it must decide whether to keep n. If the shooting point was drawn uniformly along o and path generation is reversible for the path weights, accepting with probability min(1, L(o)/L(n)) leaves those weights stationary.

## Paths, weights and shooting moves

Each path o has a weight π(o) > 0, not necessarily normalised, and a length L(o) > 0, which counts its possible shooting points. The generation weight g(o,n) ≥ 0 is summed over shooting points, so a uniform choice proposes n with probability g(o,n)/L(o). Two conditions are assumed:

π(o) g(o,n) = π(n) g(n,o)

Σₙ g(o,n)/L(o) ≤ 1

The first stands for microscopic reversibility, both of the dynamics that generates the paths and of any change made at the shooting point, such as new momenta. The second leaves room for failed shots, such as trajectories that do not connect the required states. Failed and rejected trials both keep the old path.

## What is stated

`IsShooting` collects these assumptions for a finite type `P` of paths, with real-valued lengths. `lengthRule` and `alwaysRule` are the accepted moves with and without the length factor, and `chain` puts the missing probability on the diagonal. The theorems say:

- With the length factor, the chain is stochastic, in detailed balance with π, and leaves π stationary.
- With every proposal accepted, the same holds for πL in place of π.
- Accepting every proposal leaves π stationary exactly when g(o,n) ≠ 0 implies L(o) = L(n).
- If two paths differ in length, the mean length under πL exceeds that under π.

For transition path sampling in this finite model, if some possible move changes the path length, omitting the factor thus fails to preserve π; the chain preserves πL instead, whose mean length is larger. Reversibility of g is assumed, not derived from equations of motion, and convergence of the chain is not addressed.

## Fluxes under the two rules

Write F(o,n) = π(o) g(o,n), which is symmetric. With the length factor, the accepted flux is F(o,n)/L(o) if L(o) ≥ L(n), and F(o,n)/L(n) otherwise. In both cases it is

F(o,n) / max(L(o), L(n)),

which is symmetric. Diagonal terms balance trivially. Since the rows of the completed matrix T sum to one,

Σₒ π(o) T(o,n) = π(n) Σₒ T(n,o) = π(n).

If every proposal is accepted, the flux with weights πL is π(o) L(o) g(o,n)/L(o) = F(o,n), again symmetric.

## When accepting everything preserves π

Stationarity of π then reads

Σₒ F(o,n)/L(o) + π(n) − Σₘ F(n,m)/L(n) = π(n),

so by symmetry of F, for every n,

Σₒ F(o,n) (1/L(o) − 1/L(n)) = 0.

Multiply by 1/L(n) and sum over n. Exchanging the names o and n shows that the double sum weighted with 1/L(o) vanishes too. Their difference is

Σₙ Σₒ F(o,n) (1/L(o) − 1/L(n))² = 0.

No term is negative, so each vanishes, and every possible move preserves length. Conversely, if every possible move does so, F(o,n)/L(o) is symmetric and π is stationary.

Detailed balance with πL does not by itself rule out π. A chain that moves only within classes of equal length preserves both. If all lengths are equal, the two rules coincide.

## The shift in mean length

Let W = Σ π, S = Σ πL and Q = Σ πL². Then

Σₒ π(o) (L(o) W − S)² = W (W Q − S²).

Two different lengths cannot both equal S/W, so the left side is positive and S/W < Q/S.

## The Lean file

```lean
import Mathlib

open Finset

namespace FlexibleLengthShooting

noncomputable section

variable {P : Type*} [Fintype P]

/-- Shooting moves on a finite path set: positive path weights `π`, positive lengths `L`, and a
nonnegative generation kernel `g`, summed over shooting points, that is reversible for `π`.
A shooting point is chosen uniformly, and the total proposal probability is at most one. -/
structure IsShooting (π L : P → ℝ) (g : P → P → ℝ) : Prop where
  weight_pos : ∀ o, 0 < π o
  length_pos : ∀ o, 0 < L o
  gen_nonneg : ∀ o n, 0 ≤ g o n
  balance : ∀ o n, π o * g o n = π n * g n o
  total_le : ∀ o, ∑ n, g o n / L o ≤ 1

/-- Probability to propose the path `n` from `o` and accept it always. -/
def alwaysRule (g : P → P → ℝ) (L : P → ℝ) (o n : P) : ℝ := g o n / L o

/-- Probability to propose the path `n` from `o` and accept it with `min(1, L(o)/L(n))`. -/
def lengthRule (g : P → P → ℝ) (L : P → ℝ) (o n : P) : ℝ :=
  g o n / L o * min 1 (L o / L n)

/-- A transition matrix has nonnegative entries and rows that sum to one. -/
def IsStochastic (T : P → P → ℝ) : Prop :=
  (∀ o n, 0 ≤ T o n) ∧ ∀ o, ∑ n, T o n = 1

/-- Detailed balance: the flux from `o` to `n` equals the flux from `n` to `o`. -/
def DetailedBalance (w : P → ℝ) (T : P → P → ℝ) : Prop :=
  ∀ o n, w o * T o n = w n * T n o

/-- The weights `w` are unchanged by one step of the chain. -/
def Stationary (w : P → ℝ) (T : P → P → ℝ) : Prop :=
  ∀ n, ∑ o, w o * T o n = w n

/-- If two paths differ in length, the mean length in the ensemble `π L` is strictly larger
than the mean length in the ensemble `π`. -/
theorem mean_length_lt (π L : P → ℝ) (hπ : ∀ o, 0 < π o) (hL : ∀ o, 0 < L o)
    {a b : P} (hab : L a ≠ L b) :
    (∑ o, π o * L o) / ∑ o, π o < (∑ o, π o * L o * L o) / ∑ o, π o * L o := by
  have hW : 0 < ∑ o, π o := sum_pos (fun o _ => hπ o) ⟨a, mem_univ a⟩
  have hS : 0 < ∑ o, π o * L o :=
    sum_pos (fun o _ => mul_pos (hπ o) (hL o)) ⟨a, mem_univ a⟩
  have e : ∀ c d : ℝ, ∑ o, π o * (L o * c - d) ^ 2 =
      c ^ 2 * (∑ o, π o * L o * L o) - 2 * c * d * (∑ o, π o * L o)
        + d ^ 2 * ∑ o, π o := by
    intro c d
    simp only [mul_sum, ← sum_sub_distrib, ← sum_add_distrib]
    exact sum_congr rfl fun o _ => by ring
  rw [div_lt_div_iff₀ hW hS]
  have e' := e (∑ o, π o) (∑ o, π o * L o)
  generalize (∑ o, π o) = W at *
  generalize (∑ o, π o * L o) = S at *
  -- some path deviates from the mean length, so the variance is positive
  obtain ⟨o, ho⟩ : ∃ o, L o * W - S ≠ 0 := by
    by_contra hc
    simp only [ne_eq, not_exists, not_not] at hc
    exact hab (mul_right_cancel₀ hW.ne' (by linarith [hc a, hc b]))
  have hv : 0 < ∑ o, π o * (L o * W - S) ^ 2 :=
    sum_pos' (fun i _ => mul_nonneg (hπ i).le (sq_nonneg _))
      ⟨o, mem_univ o, mul_pos (hπ o) (by positivity)⟩
  rw [e'] at hv
  have hp : 0 < W * ((∑ o, π o * L o * L o) * W - S * S) := by linarith
  have := (mul_pos_iff_of_pos_left hW).1 hp
  linarith

variable [DecidableEq P]

/-- The Markov chain with accepted moves `K`; the remaining probability of each row is added
to the diagonal, where the old path is kept. -/
def chain (K : P → P → ℝ) (o n : P) : ℝ :=
  K o n + if o = n then 1 - ∑ m, K o m else 0

/-- Nonnegative accepted moves of total probability at most one give a stochastic matrix. -/
theorem chain_stochastic {K : P → P → ℝ} (hK : ∀ o n, 0 ≤ K o n)
    (hs : ∀ o, ∑ n, K o n ≤ 1) : IsStochastic (chain K) := by
  refine ⟨fun o n => ?_, fun o => ?_⟩
  · have h1 := hK o n
    have h2 := hs o
    unfold chain
    split_ifs <;> linarith
  · simp [chain, sum_add_distrib]

/-- Keeping the old path after a rejection does not disturb detailed balance. -/
theorem chain_balance {w : P → ℝ} {K : P → P → ℝ}
    (h : ∀ o n, w o * K o n = w n * K n o) : DetailedBalance w (chain K) := by
  intro o n
  by_cases e : o = n
  · subst e
    rfl
  · have e' : ¬ n = o := fun h => e h.symm
    simp only [chain, if_neg e, if_neg e', add_zero]
    exact h o n

omit [DecidableEq P] in
/-- A stochastic matrix in detailed balance with `w` leaves `w` stationary. -/
theorem stationary_of_balance {w : P → ℝ} {T : P → P → ℝ} (hT : IsStochastic T)
    (hb : DetailedBalance w T) : Stationary w T := by
  intro n
  rw [sum_congr rfl (fun o _ => hb o n), ← mul_sum, hT.2 n, mul_one]

omit [DecidableEq P] in
/-- Under the length rule the accepted flux between two paths is the generation flux divided
by the length of the longer path. -/
theorem lengthRule_flux {π L : P → ℝ} {g : P → P → ℝ} (h : IsShooting π L g) (o n : P) :
    π o * lengthRule g L o n = π o * g o n / max (L o) (L n) := by
  have ho := h.length_pos o
  have hn := h.length_pos n
  unfold lengthRule
  rcases le_total (L o) (L n) with hl | hl
  · rw [min_eq_right ((div_le_one hn).2 hl), max_eq_right hl]
    field_simp
  · rw [min_eq_left ((one_le_div hn).2 hl), max_eq_left hl]
    ring

/-- Shooting with acceptance `min(1, L(o)/L(n))` is a stochastic matrix in detailed balance
with the path weights `π`, which it leaves stationary. -/
theorem lengthRule_samples {π L : P → ℝ} {g : P → P → ℝ} (h : IsShooting π L g) :
    IsStochastic (chain (lengthRule g L)) ∧ DetailedBalance π (chain (lengthRule g L)) ∧
      Stationary π (chain (lengthRule g L)) := by
  have hq : ∀ o n, 0 ≤ g o n / L o := fun o n =>
    div_nonneg (h.gen_nonneg o n) (h.length_pos o).le
  have hs : IsStochastic (chain (lengthRule g L)) := by
    refine chain_stochastic (fun o n => ?_) (fun o => ?_)
    · exact mul_nonneg (hq o n)
        (le_min zero_le_one (div_nonneg (h.length_pos o).le (h.length_pos n).le))
    · exact (sum_le_sum fun n _ =>
        mul_le_of_le_one_right (hq o n) (min_le_left _ _)).trans (h.total_le o)
  have hb : DetailedBalance π (chain (lengthRule g L)) := chain_balance fun o n => by
    rw [lengthRule_flux h, lengthRule_flux h, h.balance o n, max_comm]
  exact ⟨hs, hb, stationary_of_balance hs hb⟩

/-- Shooting with every proposal accepted is a stochastic matrix in detailed balance with the
length-weighted ensemble `π L`, which it leaves stationary. -/
theorem alwaysRule_samples {π L : P → ℝ} {g : P → P → ℝ} (h : IsShooting π L g) :
    IsStochastic (chain (alwaysRule g L)) ∧
      DetailedBalance (fun o => π o * L o) (chain (alwaysRule g L)) ∧
      Stationary (fun o => π o * L o) (chain (alwaysRule g L)) := by
  have hs : IsStochastic (chain (alwaysRule g L)) :=
    chain_stochastic (fun o n => div_nonneg (h.gen_nonneg o n) (h.length_pos o).le) h.total_le
  have hf : ∀ o n, π o * L o * alwaysRule g L o n = π o * g o n := fun o n => by
    have := (h.length_pos o).ne'
    unfold alwaysRule
    field_simp
  have hb : DetailedBalance (fun o => π o * L o) (chain (alwaysRule g L)) :=
    chain_balance fun o n => by
      rw [hf, hf, h.balance o n]
  exact ⟨hs, hb, stationary_of_balance hs hb⟩

/-- Accepting every proposal leaves `π` itself stationary exactly when no possible shooting
move changes the path length. -/
theorem alwaysRule_stationary_iff {π L : P → ℝ} {g : P → P → ℝ} (h : IsShooting π L g) :
    Stationary π (chain (alwaysRule g L)) ↔ ∀ o n, g o n ≠ 0 → L o = L n := by
  constructor
  · intro hst
    -- stationarity is a balance equation for the inverse length
    have key : ∀ n, ∑ o, π o * g o n * ((L o)⁻¹ - (L n)⁻¹) = 0 := by
      intro n
      have h0 := hst n
      have h1 : ∑ o, π o * chain (alwaysRule g L) o n =
          ∑ o, π o * (g o n / L o) + π n * (1 - ∑ m, g n m / L n) := by
        simp only [chain, alwaysRule, mul_add, mul_ite, mul_zero, sum_add_distrib,
          sum_ite_eq', mem_univ, if_true]
      have h2 : ∑ o, π o * g o n * ((L o)⁻¹ - (L n)⁻¹) =
          ∑ o, π o * (g o n / L o) - π n * ∑ m, g n m / L n := by
        rw [mul_sum, ← sum_sub_distrib]
        exact sum_congr rfl fun o _ => by
          linear_combination (-(L n)⁻¹) * h.balance o n
      linarith
    have hA : ∑ n, ∑ o, (L n)⁻¹ * (π o * g o n * ((L o)⁻¹ - (L n)⁻¹)) = 0 :=
      sum_eq_zero fun n _ => by rw [← mul_sum, key n, mul_zero]
    have hB : ∑ n, ∑ o, (L o)⁻¹ * (π o * g o n * ((L o)⁻¹ - (L n)⁻¹)) = 0 := by
      rw [sum_comm]
      refine sum_eq_zero fun o _ => ?_
      have e : ∑ n, (L o)⁻¹ * (π o * g o n * ((L o)⁻¹ - (L n)⁻¹)) =
          -((L o)⁻¹ * ∑ n, π n * g n o * ((L n)⁻¹ - (L o)⁻¹)) := by
        rw [mul_sum, ← sum_neg_distrib]
        exact sum_congr rfl fun n _ => by
          linear_combination ((L o)⁻¹ * ((L o)⁻¹ - (L n)⁻¹)) * h.balance o n
      rw [e, key o, mul_zero, neg_zero]
    -- the difference of the two sums is a sum of squares
    have hQ : ∑ n, ∑ o, π o * g o n * ((L o)⁻¹ - (L n)⁻¹) ^ 2 = 0 := by
      rw [← sub_zero (0 : ℝ)]
      nth_rewrite 1 [← hB]
      rw [← hA]
      simp only [← sum_sub_distrib]
      exact sum_congr rfl fun n _ => sum_congr rfl fun o _ => by ring
    have hnn : ∀ o n, 0 ≤ π o * g o n * ((L o)⁻¹ - (L n)⁻¹) ^ 2 := fun o n =>
      mul_nonneg (mul_nonneg (h.weight_pos o).le (h.gen_nonneg o n)) (sq_nonneg _)
    intro o n hg
    have q1 := (sum_eq_zero_iff_of_nonneg
      (fun n _ => sum_nonneg fun o _ => hnn o n)).1 hQ n (mem_univ n)
    have q2 := (sum_eq_zero_iff_of_nonneg (fun o _ => hnn o n)).1 q1 o (mem_univ o)
    have q3 := (mul_eq_zero.1 q2).resolve_left (mul_ne_zero (h.weight_pos o).ne' hg)
    exact inv_inj.1 (sub_eq_zero.1 ((pow_eq_zero_iff two_ne_zero).1 q3))
  · intro hl
    refine stationary_of_balance (alwaysRule_samples h).1 (chain_balance fun o n => ?_)
    have b := h.balance o n
    unfold alwaysRule
    by_cases hz : g o n = 0
    · rw [hz, mul_zero] at b
      have hz' : g n o = 0 := (mul_eq_zero.1 b.symm).resolve_left (h.weight_pos n).ne'
      simp [hz, hz']
    · rw [← mul_div_assoc, ← mul_div_assoc, b, hl o n hz]

/-- Two paths of lengths 1 and 2 with weights 1 and 2 and an explicit generation kernel meet
the shooting assumptions, and accepting every proposal does not leave their weights stationary. -/
theorem shooting_witness :
    IsShooting (P := Fin 2) ![1, 2] ![1, 2] ![![1/2, 1/2], ![1/4, 1]] ∧
      ¬ Stationary (P := Fin 2) ![1, 2]
        (chain (alwaysRule ![![1/2, 1/2], ![1/4, 1]] ![1, 2])) := by
  have hS : IsShooting (P := Fin 2) ![1, 2] ![1, 2] ![![1/2, 1/2], ![1/4, 1]] := by
    constructor <;> norm_num [Fin.forall_fin_two, Fin.sum_univ_two]
  refine ⟨hS, fun hst => ?_⟩
  have := (alwaysRule_stationary_iff hS).1 hst 0 1 (by norm_num)
  norm_num at this

end

end FlexibleLengthShooting
```

```lean
#print axioms FlexibleLengthShooting.mean_length_lt
#print axioms FlexibleLengthShooting.lengthRule_samples
```

```
'FlexibleLengthShooting.mean_length_lt' depends on axioms: [propext, Classical.choice, Quot.sound]
'FlexibleLengthShooting.lengthRule_samples' depends on axioms: [propext, Classical.choice, Quot.sound]
```

## How the proof follows the derivation

`chain_stochastic`, `chain_balance` and `stationary_of_balance` handle the diagonal and the passage from balance to stationarity. `lengthRule_flux` proves the formula with the maximum by splitting on which path is longer; `lengthRule_samples` combines these results. In `alwaysRule_samples`, `hf` cancels the length.

In `alwaysRule_stationary_iff`, `key` is the balance equation for 1/L, `hA` and `hB` are the two weighted sums, and `hQ` is the sum of squares. `mean_length_lt` expands the variance in `e` and finds a path off the mean by contradiction.

`shooting_witness` has two paths with normalised weights 1/3 and 2/3 and lengths 1 and 2. Accepting everything changes the first weight to 1/3 · 1/2 + 2/3 · 1/8 = 1/4; Lean instead applies the equivalence to the possible move from path 0 to path 1.
